# Away from the unperturbed energies, the eigenvalues of a separable pair Hamiltonian are the poles of its ladder T-matrix

The ladder series diverges at a pole of the T-matrix and just to one side of it, so its sum cannot define a function that approaches the pole from both sides. The T-matrix is therefore defined by a closed expression in the energy, and the series is shown to sum to it where it converges.

The model has finitely many two-particle states, labelled by \(i\) in a finite type `ι`.

```lean
import Mathlib

open Matrix Filter Topology

namespace SeparableLadder

noncomputable section

variable {ι : Type*} [Fintype ι] [DecidableEq ι]
```

Each state has a real amplitude \(u_i\), the form factor, and \(g\) is a real coupling. The interaction is \(V=g\,uu^T\), with entries \(V_{ij}=g\,u_iu_j\). This separable form is a postulate: pairs scatter only through the single channel \(u\). In Lean, vectors are functions `ι → ℝ`, and `vecMulVec u u` is \(uu^T\).

```lean
/-- The separable interaction `V = g u uᵀ` between two-particle states. -/
def interaction (g : ℝ) (u : ι → ℝ) : Matrix ι ι ℝ := g • vecMulVec u u
```

With unperturbed pair energies \(d_i\), the Hamiltonian is \(H=\mathrm{diag}(d)+V\). Particle statistics enter only through the choice of pair states.

```lean
/-- The Hamiltonian `H = diag(d) + g u uᵀ` with unperturbed pair energies `d`. -/
def hamiltonian (d : ι → ℝ) (g : ℝ) (u : ι → ℝ) : Matrix ι ι ℝ :=
  diagonal d + interaction g u
```

The pair bubble at real energy \(E\) is \(\Pi(E)=\sum_i u_i^2/(E-d_i)\).

```lean
/-- The pair bubble `Π(E) = ∑ u_i² / (E - d_i)`, for `E` different from every `d_i`. -/
def bubble (d u : ι → ℝ) (E : ℝ) : ℝ := ∑ i, u i ^ 2 / (E - d i)
```

The T-matrix is \(T(E)=V/(1-g\,\Pi(E))\). Lean gives division by zero the value zero, so the theorems carry hypotheses that keep the relevant denominators away from zero.

```lean
/-- The T-matrix `V / (1 - g Π(E))`, for `E` different from every `d_i` and `g Π(E) ≠ 1`. -/
def tMatrix (d : ι → ℝ) (g : ℝ) (u : ι → ℝ) (E : ℝ) : Matrix ι ι ℝ :=
  (1 - g * bubble d u E)⁻¹ • interaction g u
```

For a finite pair space with a rank-one interaction, the results below show that locating the poles of the T-matrix and diagonalising the configuration-interaction matrix \(H\) give the same pair energies, apart from any that coincide with some \(d_i\).

## (a) The interaction acting on a state

Show that for every vector \(x\)
\[
Vx=g\,(u\cdot x)\,u .
\]

**Solution.** The component \(i\) is \(\sum_j g\,u_iu_jx_j=g\big(\sum_j u_jx_j\big)u_i\).

Lean writes the matrix acting on a vector as `*ᵥ` and the dot product as `⬝ᵥ`. The proof takes a component with `ext i` and compares the two sums term by term.

```lean
omit [DecidableEq ι] in
/-- The separable interaction sends every state `x` to the form factor `u`,
with amplitude `g (u · x)`. -/
theorem interaction_mulVec (g : ℝ) (u x : ι → ℝ) :
    interaction g u *ᵥ x = (g * (u ⬝ᵥ x)) • u := by
  ext i
  simp only [interaction, mulVec, dotProduct, Matrix.smul_apply, vecMulVec_apply,
    Pi.smul_apply, smul_eq_mul, Finset.mul_sum, Finset.sum_mul]
  refine Finset.sum_congr rfl fun j _ => ?_
  ring
```

## (b) A free propagator

Let \(E\ne d_i\) for every \(i\). Show that
\[
\mathrm{diag}(E-d_i)\;\mathrm{diag}\!\left(\frac1{E-d_i}\right)=1 .
\]

**Solution.** The product of diagonal matrices is diagonal, with entries \((E-d_i)/(E-d_i)=1\). In the proof, `h` is this scalar identity.

```lean
/-- For `E` different from every `d_i`, the diagonal matrix with entries `1 / (E - d_i)` is a
free propagator: it inverts `E - diag(d)`. -/
theorem freePropagator_witness {d : ι → ℝ} {E : ℝ} (hE : ∀ i, E ≠ d i) :
    diagonal (fun i => E - d i) * diagonal (fun i => (E - d i)⁻¹) = 1 := by
  have h : ∀ i, (E - d i) * (E - d i)⁻¹ = 1 :=
    fun i => mul_inv_cancel₀ (sub_ne_zero.mpr (hE i))
  simp only [diagonal_mul_diagonal, h, diagonal_one]
```

## (c) Two rungs joined by a propagator

From here to part (g), \(G\) is any matrix with \(\mathrm{diag}(E-d_i)\,G=1\), which is the hypothesis `hG`. Part (b) supplies one. If \(E\) were equal to some \(d_i\), row \(i\) of the product would vanish, so `hG` already excludes that case. Show that
\[
VGV=g\,\Pi(E)\,V .
\]

**Solution.** Applying `hG` to \(u\) gives \((E-d_i)(Gu)_i=u_i\), hence \((Gu)_i=u_i/(E-d_i)\). The closed loop is then
\[
u^TGu=\sum_i \frac{u_i^2}{E-d_i}=\Pi(E),
\]
and \(VGV=g^2\,u\,(u^TGu)\,u^T=g\,\Pi(E)\,V\).

The steps `hE`, `hv` and `hloop` establish the nonzero denominators, the components of \(Gu\) and the loop. The final `calc` uses part (a) with \(x=Gu\).

```lean
/-- Two rungs joined by the free propagator `G` are one rung times `g Π(E)`. -/
theorem rung_mul_rung {d : ι → ℝ} {E : ℝ} {G : Matrix ι ι ℝ} (g : ℝ) (u : ι → ℝ)
    (hG : diagonal (fun i => E - d i) * G = 1) :
    interaction g u * G * interaction g u = (g * bubble d u E) • interaction g u := by
  -- an invertible `E - diag(d)` has no vanishing denominator
  have hE : ∀ i, E - d i ≠ 0 := by
    intro i h0
    have h := congrFun (congrFun hG i) i
    rw [diagonal_mul] at h
    simp [h0] at h
  have hv : ∀ i, (G *ᵥ u) i = u i / (E - d i) := by
    intro i
    rw [eq_div_iff (hE i)]
    have h := congrFun (congrArg (fun M => M *ᵥ u) hG) i
    simp only [← mulVec_mulVec, mulVec_diagonal, one_mulVec] at h
    linear_combination h
  -- the closed loop `uᵀ G u` is the bubble
  have hloop : u ⬝ᵥ (G *ᵥ u) = bubble d u E := by
    simp only [dotProduct, bubble, hv]
    refine Finset.sum_congr rfl fun i _ => ?_
    ring
  calc interaction g u * G * interaction g u
      = g • (interaction g u * G * vecMulVec u u) := by
        rw [← Matrix.mul_smul]; rfl
    _ = g • vecMulVec ((g * bubble d u E) • u) u := by
        rw [Matrix.mul_vecMulVec, ← mulVec_mulVec, interaction_mulVec, hloop]
    _ = (g * bubble d u E) • interaction g u := by
        ext i j
        simp only [interaction, Matrix.smul_apply, vecMulVec_apply, Pi.smul_apply, smul_eq_mul]
        ring
```

## (d) A ladder of any length

A ladder with \(k+1\) rungs is \(V(GV)^k\). Show that
\[
V(GV)^k=(g\,\Pi(E))^k\,V .
\]

**Solution.** For \(k=0\) both sides are \(V\). If the formula holds for \(k\), then by part (c)
\[
V(GV)^{k+1}=(g\Pi)^k\,VGV=(g\Pi)^{k+1}V .
\]
The Lean proof is the same induction, with `ih` as the formula for \(k\).

```lean
/-- The ladder diagram with `k + 1` rungs equals `(g Π(E))^k V`. -/
theorem ladder_term {d : ι → ℝ} {E : ℝ} {G : Matrix ι ι ℝ} (g : ℝ) (u : ι → ℝ)
    (hG : diagonal (fun i => E - d i) * G = 1) (k : ℕ) :
    interaction g u * (G * interaction g u) ^ k
      = (g * bubble d u E) ^ k • interaction g u := by
  induction k with
  | zero => simp
  | succ k ih =>
    rw [pow_succ, ← mul_assoc, ih, smul_mul_assoc, ← mul_assoc, rung_mul_rung g u hG,
      smul_smul, ← pow_succ]
```

## (e) The sum of the ladders

Let \(|g\,\Pi(E)|<1\). Show that
\[
\sum_{k=0}^{\infty}V(GV)^k=T(E).
\]

**Solution.** By part (d) the series is \(\sum_k(g\Pi)^k\,V\), a geometric series times a fixed matrix, and its sum is \(V/(1-g\Pi)\).

`HasSum` says that the series of matrices converges to the stated matrix. The proof rewrites each term with `ladder_term` and multiplies the scalar geometric series by \(V\).

```lean
/-- If `|g Π(E)| < 1`, the ladder series converges to the T-matrix. -/
theorem ladder_hasSum {d : ι → ℝ} {E : ℝ} {G : Matrix ι ι ℝ} (g : ℝ) (u : ι → ℝ)
    (hG : diagonal (fun i => E - d i) * G = 1) (h : |g * bubble d u E| < 1) :
    HasSum (fun k : ℕ => interaction g u * (G * interaction g u) ^ k) (tMatrix d g u E) := by
  simp only [ladder_term g u hG, tMatrix]
  exact (hasSum_geometric_of_abs_lt_one h).smul_const _
```

## (f) The Lippmann–Schwinger equation

Let \(g\,\Pi(E)\ne1\), with no bound on its size. Show that
\[
T=V+VGT .
\]

**Solution.** Put \(c=1/(1-g\Pi)\), so that \(T=cV\). From \(c(1-g\Pi)=1\) follows \(c=1+c\,g\Pi\). With part (c),
\[
V+VGT=V+c\,g\Pi\,V=cV=T .
\]
The scalar identity is `hc` in the proof.

```lean
/-- If `g Π(E) ≠ 1`, the T-matrix solves the Lippmann–Schwinger equation `T = V + V G T`. -/
theorem lippmann_schwinger {d : ι → ℝ} {E : ℝ} {G : Matrix ι ι ℝ} (g : ℝ) (u : ι → ℝ)
    (hG : diagonal (fun i => E - d i) * G = 1) (h : g * bubble d u E ≠ 1) :
    tMatrix d g u E = interaction g u + interaction g u * G * tMatrix d g u E := by
  have h1 := inv_mul_cancel₀ (sub_ne_zero.mpr h.symm)
  have hc : (1 - g * bubble d u E)⁻¹
      = 1 + (1 - g * bubble d u E)⁻¹ * (g * bubble d u E) := by
    linear_combination h1
  unfold tMatrix
  rw [Matrix.mul_smul, rung_mul_rung g u hG, smul_smul]
  calc (1 - g * bubble d u E)⁻¹ • interaction g u
      = (1 + (1 - g * bubble d u E)⁻¹ * (g * bubble d u E)) • interaction g u := by
        rw [← hc]
    _ = _ := by rw [add_smul, one_smul]
```

## (g) The full propagator

Let \(g\,\Pi(E)\neq1\). Show that
\[
(E-H)(G+GTG)=1 .
\]

**Solution.** Write \(A=\mathrm{diag}(E-d_i)\), so that \(E-H=A-V\) and \(AG=1\). Then
\[
(A-V)(G+GTG)=AG+AGTG-VG-VGTG=1+(T-V-VGT)\,G=1,
\]
where the last step is part (f).

The step `key` does this algebra for general matrices, with `noncomm_ring` keeping the order of the factors. The step `hH` checks \(E-H=A-V\) on and off the diagonal.

```lean
/-- If `g Π(E) ≠ 1`, the full propagator is `G + G T G`: it inverts `E - H`. -/
theorem full_propagator {d : ι → ℝ} {E : ℝ} {G : Matrix ι ι ℝ} (g : ℝ) (u : ι → ℝ)
    (hG : diagonal (fun i => E - d i) * G = 1) (h : g * bubble d u E ≠ 1) :
    (E • (1 : Matrix ι ι ℝ) - hamiltonian d g u) * (G + G * tMatrix d g u E * G) = 1 := by
  have key : ∀ A V T : Matrix ι ι ℝ, A * G = 1 → T = V + V * G * T →
      (A - V) * (G + G * T * G) = 1 := by
    intro A V T hA hT
    calc (A - V) * (G + G * T * G)
        = A * G + (A * G) * T * G - V * G - V * G * T * G := by noncomm_ring
      _ = 1 + (T - (V + V * G * T)) * G := by rw [hA]; noncomm_ring
      _ = 1 := by rw [← hT, sub_self, zero_mul, add_zero]
  have hH : E • (1 : Matrix ι ι ℝ) - hamiltonian d g u
      = diagonal (fun i => E - d i) - interaction g u := by
    ext i j
    by_cases hij : i = j
    · subst hij
      simp [hamiltonian, sub_sub]
    · simp [hamiltonian, hij]
  rw [hH]
  exact key _ _ _ hG (lippmann_schwinger g u hG h)
```

## (h) The components of an eigenvector

Let \(E\ne d_i\) for every \(i\), and let \(Hv=Ev\). Show that
\[
v_i=g\,(u\cdot v)\,\frac{u_i}{E-d_i}.
\]

**Solution.** By part (a), component \(i\) of \(Hv=Ev\) reads \(d_iv_i+g(u\cdot v)u_i=Ev_i\). Collect \(v_i\) and divide by \(E-d_i\). In Lean, `congrFun hv i` extracts the component and `linear_combination` rearranges it.

```lean
/-- For `E` different from every `d_i`, a solution of `H v = E v` has components
`g (u · v) u_i / (E - d_i)`. -/
theorem eigenvector_form {d u v : ι → ℝ} {g E : ℝ} (hE : ∀ i, E ≠ d i)
    (hv : hamiltonian d g u *ᵥ v = E • v) (i : ι) :
    v i = g * (u ⬝ᵥ v) * (u i / (E - d i)) := by
  have h := congrFun hv i
  simp only [hamiltonian, add_mulVec, interaction_mulVec, Pi.add_apply, mulVec_diagonal,
    Pi.smul_apply, smul_eq_mul] at h
  rw [← mul_div_assoc, eq_div_iff (sub_ne_zero.mpr (hE i))]
  linear_combination -h
```

## (i) The pole condition

Let \(E\ne d_i\) for every \(i\). Show that \(E\) is an eigenvalue of \(H\) if and only if
\[
g\sum_i\frac{u_i^2}{E-d_i}=1 .
\]

**Solution.** Let \(Hv=Ev\) with \(v\neq0\). If \(u\cdot v\) were zero, part (h) would give \(v=0\), so \(u\cdot v\ne0\). Multiply the formula of part (h) by \(u_i\) and sum:
\[
u\cdot v=g\,(u\cdot v)\sum_i\frac{u_i^2}{E-d_i}.
\]
Dividing by \(u\cdot v\) gives the condition.

Conversely, assume the condition and set \(w_i=u_i/(E-d_i)\). Then \(g\,(u\cdot w)=1\), so \(w\neq0\), and
\[
(Hw)_i=d_iw_i+g(u\cdot w)u_i=d_iw_i+u_i=d_iw_i+(E-d_i)w_i=Ew_i .
\]

In Lean, being an eigenvalue is the existence of a nonzero real `v` with `hamiltonian d g u *ᵥ v = E • v`. Nothing is assumed about \(g\) or \(u\). The steps `hc0` and `hc` are the nonzero overlap and the projected equation; `hb` evaluates \(u\cdot w\). Eigenvalues equal to some \(d_i\) need separate treatment: a state with \(u_i=0\), for example, keeps its energy \(d_i\) without producing a pole of \(T\).

```lean
/-- For real `E` different from every `d_i`, `E` is an eigenvalue of `H = diag(d) + g u uᵀ`
if and only if `g ∑ u_i² / (E - d_i) = 1`. -/
theorem eigenvalue_iff_pole (d u : ι → ℝ) (g E : ℝ) (hE : ∀ i, E ≠ d i) :
    (∃ v : ι → ℝ, v ≠ 0 ∧ hamiltonian d g u *ᵥ v = E • v) ↔
      g * ∑ i, u i ^ 2 / (E - d i) = 1 := by
  constructor
  · rintro ⟨v, hv0, hv⟩
    have hf := eigenvector_form hE hv
    -- an eigenvector must overlap with the form factor
    have hc0 : u ⬝ᵥ v ≠ 0 := by
      intro h0
      apply hv0
      funext i
      rw [hf i, h0, mul_zero, zero_mul, Pi.zero_apply]
    -- projecting the eigenvector on `u` closes the loop
    have hc : u ⬝ᵥ v = g * (u ⬝ᵥ v) * ∑ i, u i ^ 2 / (E - d i) := by
      calc u ⬝ᵥ v = ∑ i, u i * (g * (u ⬝ᵥ v) * (u i / (E - d i))) :=
            Finset.sum_congr rfl fun i _ => congrArg (u i * ·) (hf i)
        _ = _ := by
            rw [Finset.mul_sum]
            refine Finset.sum_congr rfl fun i _ => ?_
            ring
    apply mul_left_cancel₀ hc0
    linear_combination -hc
  · intro h
    have hb : u ⬝ᵥ (fun i => u i / (E - d i)) = ∑ i, u i ^ 2 / (E - d i) := by
      simp only [dotProduct]
      refine Finset.sum_congr rfl fun i _ => ?_
      ring
    refine ⟨fun i => u i / (E - d i), ?_, ?_⟩
    · intro h0
      rw [h0, dotProduct_zero] at hb
      rw [← hb, mul_zero] at h
      exact zero_ne_one h
    · funext i
      simp only [hamiltonian, add_mulVec, interaction_mulVec, Pi.add_apply, mulVec_diagonal,
        Pi.smul_apply, smul_eq_mul]
      rw [hb]
      have hi := div_mul_cancel₀ (u i) (sub_ne_zero.mpr (hE i))
      linear_combination (u i) * h - hi
```

## (j) The residue of the T-matrix

Let \(E\ne d_i\) for every \(i\), let \(g\,\Pi(E)=1\), and put \(S=\sum_i\big(u_i/(E-d_i)\big)^2\). Show that
\[
S>0,\qquad \lim_{x\to E}(x-E)\,T(x)=\frac{uu^T}{S}.
\]

**Solution.** If \(S=0\), every \(u_i/(E-d_i)\) vanishes, so \(\Pi(E)=0\), which contradicts \(g\,\Pi(E)=1\). The same equation gives \(g\ne0\). Let \(f(x)=1-g\,\Pi(x)\). Then \(f(E)=0\) and \(f'(E)=gS\), so
\[
(x-E)\,T(x)=\frac{x-E}{f(x)-f(E)}\,V\;\longrightarrow\;\frac{V}{gS}=\frac{uu^T}{S}.
\]
The pole is therefore simple, and \(S\) is the squared norm of the eigenvector \(w\) of part (i).

The filter `𝓝[≠] E` means that \(x\) approaches \(E\) without being equal to it. The derivative is `hf`; `hlim` inverts the difference quotient, and `e1` cancels \(g\).

```lean
omit [DecidableEq ι] in
/-- At an energy `E` different from every `d_i` with `g Π(E) = 1`, the sum
`S = ∑ (u_i / (E - d_i))²` is positive and `(x - E) T(x)` tends to `u uᵀ / S` as `x → E`. -/
theorem tMatrix_residue (d u : ι → ℝ) (g E : ℝ) (hE : ∀ i, E ≠ d i)
    (h : g * bubble d u E = 1) :
    0 < ∑ i, (u i / (E - d i)) ^ 2 ∧
    Tendsto (fun x => (x - E) • tMatrix d g u x) (𝓝[≠] E)
      (𝓝 ((∑ i, (u i / (E - d i)) ^ 2)⁻¹ • vecMulVec u u)) := by
  have hS : 0 < ∑ i, (u i / (E - d i)) ^ 2 := by
    refine lt_of_le_of_ne (Finset.sum_nonneg fun i _ => sq_nonneg _) fun h0 => ?_
    have hz := (Finset.sum_eq_zero_iff_of_nonneg (fun i _ => sq_nonneg _)).mp h0.symm
    have hb : bubble d u E = 0 := by
      refine Finset.sum_eq_zero fun i hi => ?_
      have hi0 : u i / (E - d i) = 0 := (pow_eq_zero_iff two_ne_zero).mp (hz i hi)
      calc u i ^ 2 / (E - d i) = u i * (u i / (E - d i)) := by ring
        _ = 0 := by rw [hi0, mul_zero]
    rw [hb, mul_zero] at h
    exact zero_ne_one h
  refine ⟨hS, ?_⟩
  have hg : g ≠ 0 := by
    intro h0
    rw [h0, zero_mul] at h
    exact zero_ne_one h
  -- slope of the denominator `1 - g Π` at its zero
  have hterm : ∀ i ∈ Finset.univ, HasDerivAt (fun x => u i ^ 2 / (x - d i))
      (-(u i / (E - d i)) ^ 2) E := by
    intro i _
    have h1 := (hasDerivAt_const E (u i ^ 2)).fun_div
      ((hasDerivAt_id' E).sub_const (d i)) (sub_ne_zero.mpr (hE i))
    refine h1.congr_deriv ?_
    rw [div_pow]
    ring
  have hf : HasDerivAt (fun x => 1 - g * bubble d u x)
      (g * ∑ i, (u i / (E - d i)) ^ 2) E := by
    refine (((HasDerivAt.fun_sum hterm).const_mul g).const_sub 1).congr_deriv ?_
    rw [Finset.sum_neg_distrib]
    ring
  have hlim := ((hasDerivAt_iff_tendsto_slope.mp hf).inv₀
    (mul_ne_zero hg hS.ne')).smul_const (interaction g u)
  have e1 : (g * ∑ i, (u i / (E - d i)) ^ 2)⁻¹ • interaction g u
      = (∑ i, (u i / (E - d i)) ^ 2)⁻¹ • vecMulVec u u := by
    rw [interaction, smul_smul, _root_.mul_inv_rev, mul_assoc, inv_mul_cancel₀ hg, mul_one]
  rw [e1] at hlim
  refine hlim.congr fun x => ?_
  simp only [slope_def_field, inv_div, h, sub_self, sub_zero]
  rw [tMatrix, smul_smul, div_eq_mul_inv]

end

end SeparableLadder
```

```lean
#print axioms SeparableLadder.ladder_hasSum
#print axioms SeparableLadder.full_propagator
#print axioms SeparableLadder.eigenvalue_iff_pole
#print axioms SeparableLadder.tMatrix_residue
```

```
'SeparableLadder.ladder_hasSum' depends on axioms: [propext, Classical.choice, Quot.sound]
'SeparableLadder.full_propagator' depends on axioms: [propext, Classical.choice, Quot.sound]
'SeparableLadder.eigenvalue_iff_pole' depends on axioms: [propext, Classical.choice, Quot.sound]
'SeparableLadder.tMatrix_residue' depends on axioms: [propext, Classical.choice, Quot.sound]
```

## Two pair states with attractive coupling

Take \(d=(0,3)\), \(u=(1,1)\) and \(g=-2\). The pole condition is
\[
-2\left(\frac1E+\frac1{E-3}\right)=1,\qquad\text{that is}\qquad E^2+E-6=0,
\]
with roots \(E=-3\) and \(E=2\). The matrix
\[
H=\begin{pmatrix}-2&-2\\-2&1\end{pmatrix}
\]
has trace \(-1\) and determinant \(-6\), which gives the same equation. At \(E=-3\) the eigenvector is \(w=(-\tfrac13,-\tfrac16)\), or \((2,1)/\sqrt5\) after normalisation and a change of sign. Here \(S=\tfrac5{36}\), so the residue is \(\tfrac{36}5\,uu^T\). At \(E=-6\) one has \(g\Pi=\tfrac59\), and the ladders sum to \(T=\tfrac94V\).

## Root finding in place of diagonalisation

A program that stores \(d\) and \(u\) for \(N\ge1\) pair states can evaluate \(\Pi(E)\) as a sum of \(N\) terms, without building \(H\). When \(g\ne0\), the \(d_i\) are distinct and no \(u_i\) vanishes, \(\Pi\) falls from \(+\infty\) to \(-\infty\) between neighbouring \(d_i\). Each such interval then contains exactly one root of \(g\,\Pi(E)=1\), which bisection finds. The remaining root lies below all \(d_i\) for \(g<0\) and above them for \(g>0\). This bracketing argument is given here by hand only. At each root, the normalised eigenvector has components \(u_i/\big((E-d_i)\sqrt S\big)\).
